# A conducting single-orbital contact has a finite optimal broadening in the Caroli formula

**Q:** Take one level exactly at the energy E, with broadening γ > 0 from the right lead and c ≥ 0 from the left. Its Green's function is G = 1/(i(c + γ)/2), so the transmission is

T(c) = c γ |G|² = 4cγ/(c + γ)².

It peaks at c = γ. The factor c lets electrons in, but c also damps G. Why should this survive in a device with many orbitals?

**A:** Because a contact to one orbital v still enters through a single number. Let H be the device Hamiltonian, Γ the right broadening, both Hermitian, and † the conjugate transpose. Set

A = E − H + iΓ/2, A g = 1, y = ⟨v, g v⟩, x = ⟨v, g Γ g† v⟩ > 0.

Since A† = A − iΓ,

g − g† = g(A† − A)g† = −i g Γ g†.

Taking the matrix element in v gives Im y = −x/2. Now add the left broadening c P, with P = vv†. Write a = ic/2 and d = 1 + ay. Since PgP = yP,

(A + aP)(g − (a/d) gPg) = 1 + (a − (a/d)(1 + ay)) Pg = 1.

The second factor on the left is therefore the coupled Green's function G, and

v†G = (1 − ay/d) v†g = v†g/d.

The Caroli trace becomes

T(c) = c ⟨v, G Γ G† v⟩ = c x/|d|²,

|d|² = 1 − c Im y + c²|y|²/4 = 1 + cx/2 + c²|y|²/4.

**Q:** And the peak?

**A:** Call that denominator D(c). For 0 ≤ a < b, now two couplings,

T(b) − T(a) = x(b − a)(1 − ab|y|²/4)/(D(a)D(b)).

This is positive if both lie in [0, 2/|y|] and negative if both lie in [2/|y|, ∞). At c = 2/|y| the value is 2x/(2|y| + x). It equals one exactly when 2|y| = x = 2|Im y|, that is, when Re y = 0.

**Q:** Does the code use the actual Caroli trace, or just this curve?

**A:** The actual trace, with both broadenings inside the inverse.

In Lean 4 with Mathlib:

```lean
import Mathlib

open Matrix

namespace CaroliContactCoupling

noncomputable section

variable {n : Type*} [Fintype n]

/-- The matrix `E - H + iΓ/2`, whose inverse is the retarded Green's function. -/
def invGreen [DecidableEq n] (E : ℝ) (H Γ : Matrix n n ℂ) : Matrix n n ℂ :=
  (E : ℂ) • (1 : Matrix n n ℂ) - H + (Complex.I / 2) • Γ

/-- The Caroli trace `Tr(ΓL G ΓR G*)`, where `G` is the inverse of `E - H + i(ΓL + ΓR)/2`;
its domain is the case in which that matrix is invertible. -/
def caroli [DecidableEq n] (E : ℝ) (H ΓL ΓR : Matrix n n ℂ) : ℂ :=
  trace (ΓL * (invGreen E H (ΓL + ΓR))⁻¹ * ΓR * ((invGreen E H (ΓL + ΓR))⁻¹)ᴴ)
```

`Matrix n n ℂ` is a finite device in an orthonormal basis, and `invGreen` fixes the convention that a lead contributes −iΓ/2 to the self-energy.

```lean
/-- The rank-one contact matrix `v v*`. -/
def tip (v : n → ℂ) : Matrix n n ℂ := vecMulVec v (star v)

/-- The matrix element `⟨v, M v⟩`. -/
def amp (v : n → ℂ) (M : Matrix n n ℂ) : ℂ := star v ⬝ᵥ (M *ᵥ v)

/-- The real part of `⟨v, g Γ g* v⟩`, the weight with which the contact orbital `v`
reaches the right lead. -/
def drainWeight (g Γ : Matrix n n ℂ) (v : n → ℂ) : ℝ := (amp v (g * Γ * gᴴ)).re

/-- The transmission, as a real number, when the left broadening is `c v v*`;
its domain is that of the Caroli trace. -/
def transmission [DecidableEq n] (E : ℝ) (H Γ : Matrix n n ℂ) (v : n → ℂ) (c : ℝ) : ℝ :=
  (caroli E H ((c : ℂ) • tip v) Γ).re

/-- The curve `c x / (1 + c x/2 + c² r²/4)`, on the domain where the denominator is nonzero. -/
def couplingCurve (x r c : ℝ) : ℝ := c * x / (1 + c * x / 2 + c ^ 2 * r ^ 2 / 4)
```

Here `tip v` is P, `amp v g` is y and `drainWeight g Γ v` is x. The vector need not be normalised: for v = ‖v‖u, the broadening of the unit orbital u is c‖v‖², with optimum 2/|⟨u, g u⟩|.

**Q:** `transmission` takes a real part. What if the trace is complex, or the inverse doesn't exist?

**A:** For c ≥ 0, `caroli_rank_one` below proves that the coupled matrix is invertible and the trace real. Invertibility without the left contact is assumed, through `hg`.

**Q:** Where is Γ positive semidefinite?

**A:** Once g exists, only Hermiticity and x > 0 are required, which includes every physical Γ that carries current from v. The condition x > 0 says that v reaches the right lead at energy E. It can't be relaxed to x ≥ 0: on one site with H = Γ = 0, E = 1 and v = 1, we have g = 1 and x = 0, so T(c) = 0 for every c and nothing rises.

**Q:** What has been idealised?

**A:** Electrons are non-interacting, the left contact has one channel, and varying c changes only the broadening, with no level shift. Within that model, a low-temperature linear-response conductance can fall as a molecule is coupled more strongly to the left electrode, with the right contact unchanged.

**Q:** Then show me the proof.

**A:** Three identities handle P: its trace against M, the adjoint, and PMP = ⟨v, M v⟩P.

```lean
/-- Tracing against the contact matrix `v v*` gives the matrix element in `v`. -/
theorem trace_tip_mul (v : n → ℂ) (M : Matrix n n ℂ) : trace (tip v * M) = amp v M := by
  simp only [tip, amp, Matrix.trace, Matrix.diag_apply, Matrix.mul_apply,
    Matrix.vecMulVec_apply, dotProduct, Matrix.mulVec, Finset.mul_sum]
  rw [Finset.sum_comm]
  exact Finset.sum_congr rfl fun j _ => Finset.sum_congr rfl fun i _ => by ring

/-- The matrix element of the adjoint is the complex conjugate. -/
theorem amp_conjTranspose (v : n → ℂ) (M : Matrix n n ℂ) : amp v Mᴴ = star (amp v M) := by
  unfold amp
  rw [Matrix.dotProduct_mulVec, ← Matrix.star_mulVec, Matrix.star_dotProduct]

/-- Between two rank-one contacts a matrix acts as a number: `vv* M vv* = ⟨v, M v⟩ vv*`. -/
theorem tip_mul_mul_tip (v : n → ℂ) (M : Matrix n n ℂ) :
    tip v * M * tip v = amp v M • tip v := by
  ext i j
  simp only [tip, amp, Matrix.mul_apply, Matrix.vecMulVec_apply, dotProduct, Matrix.mulVec,
    Matrix.smul_apply, smul_eq_mul, Finset.sum_mul, Finset.mul_sum]
  rw [Finset.sum_comm]
  exact Finset.sum_congr rfl fun k _ => Finset.sum_congr rfl fun l _ => by ring
```

Next comes Im y = −x/2. In the code, `hA` is A† = A − iΓ and `hdiff` is the identity for g − g†.

```lean
variable [DecidableEq n]

/-- For Hermitian `H` and `Γ` and `g` the inverse of `E - H + iΓ/2`, the number
`x = ⟨v, g Γ g* v⟩` is real and `Im ⟨v, g v⟩ = -x/2`. -/
theorem amp_green {E : ℝ} {H Γ g : Matrix n n ℂ} (hH : H.IsHermitian) (hΓ : Γ.IsHermitian)
    (hg : invGreen E H Γ * g = 1) (v : n → ℂ) :
    amp v (g * Γ * gᴴ) = (drainWeight g Γ v : ℂ) ∧
      (amp v g).im = -drainWeight g Γ v / 2 := by
  have hreal : amp v (g * Γ * gᴴ) = (drainWeight g Γ v : ℂ) := by
    have h : star (amp v (g * Γ * gᴴ)) = amp v (g * Γ * gᴴ) := by
      rw [← amp_conjTranspose, conjTranspose_mul, conjTranspose_mul,
        conjTranspose_conjTranspose, hΓ.eq, ← mul_assoc]
    exact (Complex.conj_eq_iff_re.mp h).symm
  refine ⟨hreal, ?_⟩
  have hs : star (Complex.I / 2) = -(Complex.I / 2) := by
    simp [neg_div]
  have hE : star (E : ℂ) = (E : ℂ) := Complex.conj_ofReal E
  have hA : (invGreen E H Γ)ᴴ = invGreen E H Γ - Complex.I • Γ := by
    unfold invGreen
    rw [conjTranspose_add, conjTranspose_sub, conjTranspose_smul, conjTranspose_smul,
      conjTranspose_one, hH.eq, hΓ.eq, hs, hE]
    module
  have hg' : g * invGreen E H Γ = 1 := mul_eq_one_comm.mp hg
  have hadj : (invGreen E H Γ)ᴴ * gᴴ = 1 := by
    rw [← conjTranspose_mul, hg', conjTranspose_one]
  -- the spectral identity `g - g* = -i g Γ g*`
  have hdiff : g - gᴴ = -(Complex.I • (g * Γ * gᴴ)) := by
    calc g - gᴴ = g * ((invGreen E H Γ)ᴴ * gᴴ) - g * invGreen E H Γ * gᴴ := by
          rw [hadj, hg', mul_one, one_mul]
      _ = -(Complex.I • (g * Γ * gᴴ)) := by
          rw [hA]
          simp only [sub_mul, mul_sub, Matrix.smul_mul, Matrix.mul_smul, mul_assoc]
          abel
  have key : g = gᴴ + (-Complex.I) • (g * Γ * gᴴ) := by
    rw [neg_smul, ← hdiff]
    abel
  have h : amp v g = star (amp v g) + (-Complex.I) * amp v (g * Γ * gᴴ) := by
    calc amp v g = trace (tip v * g) := (trace_tip_mul v g).symm
      _ = trace (tip v * (gᴴ + (-Complex.I) • (g * Γ * gᴴ))) :=
          congrArg (fun M => trace (tip v * M)) key
      _ = _ := by
          rw [mul_add, Matrix.mul_smul, trace_add, trace_smul, trace_tip_mul, trace_tip_mul,
            amp_conjTranspose v g, smul_eq_mul]
  rw [hreal] at h
  have him := congrArg Complex.im h
  simp only [Complex.add_im, Complex.star_def, Complex.conj_im, Complex.mul_im, Complex.neg_im,
    Complex.neg_re, Complex.I_re, Complex.I_im, Complex.ofReal_re, Complex.ofReal_im] at him
  linarith
```

The Dyson step multiplies out the proposed inverse; `h0` is the vanishing coefficient of Pg.

```lean
/-- Dyson equation for a rank-one contact: if `g` inverts `E - H + iΓ/2` and
`1 + (ic/2)⟨v, g v⟩` is nonzero, the Green's function with the contact `c v v*` added is
explicit. -/
theorem dyson_rank_one {E : ℝ} {H Γ g : Matrix n n ℂ} (hg : invGreen E H Γ * g = 1)
    (v : n → ℂ) (c : ℝ) (hd : 1 + ((c / 2 : ℝ) : ℂ) * Complex.I * amp v g ≠ 0) :
    invGreen E H ((c : ℂ) • tip v + Γ) *
      (g - (((c / 2 : ℝ) : ℂ) * Complex.I / (1 + ((c / 2 : ℝ) : ℂ) * Complex.I * amp v g)) •
        (g * tip v * g)) = 1 := by
  have hB : invGreen E H ((c : ℂ) • tip v + Γ) =
      invGreen E H Γ + (((c / 2 : ℝ) : ℂ) * Complex.I) • tip v := by
    simp only [invGreen, Complex.ofReal_div, Complex.ofReal_ofNat]
    module
  have h1 : invGreen E H Γ * (g * tip v * g) = tip v * g := by
    rw [mul_assoc g, ← mul_assoc (invGreen E H Γ), hg, one_mul]
  have h2 : tip v * (g * tip v * g) = amp v g • (tip v * g) := by
    rw [← mul_assoc, ← mul_assoc, tip_mul_mul_tip, Matrix.smul_mul]
  have hk := div_mul_cancel₀ (((c / 2 : ℝ) : ℂ) * Complex.I) hd
  rw [hB]
  generalize ((c / 2 : ℝ) : ℂ) * Complex.I = a at hk ⊢
  generalize a / (1 + a * amp v g) = k at hk ⊢
  have h0 : a - k - k * a * amp v g = 0 := by linear_combination -hk
  calc (invGreen E H Γ + a • tip v) * (g - k • (g * tip v * g))
      = 1 + (a - k - k * a * amp v g) • (tip v * g) := by
        simp only [add_mul, mul_sub, Matrix.mul_smul, Matrix.smul_mul, hg, h1, h2]
        module
    _ = 1 := by rw [h0, zero_smul, add_zero]
```

In the next proof, `hn` computes |d|², which is positive, so d ≠ 0. Then `hv` is v†G = v†g/d, used once for G and once, after an adjoint, for G†.

```lean
/-- For Hermitian `H` and `Γ`, `g` the inverse of `E - H + iΓ/2`, `c ≥ 0` and
`x = ⟨v, g Γ g* v⟩ ≥ 0`, the coupled device matrix is invertible and the Caroli trace is
`c x / (1 + c x/2 + c² |⟨v, g v⟩|²/4)`. -/
theorem caroli_rank_one {E : ℝ} {H Γ g : Matrix n n ℂ} (hH : H.IsHermitian)
    (hΓ : Γ.IsHermitian) (hg : invGreen E H Γ * g = 1) (v : n → ℂ)
    (hx : 0 ≤ drainWeight g Γ v) {c : ℝ} (hc : 0 ≤ c) :
    IsUnit (invGreen E H ((c : ℂ) • tip v + Γ)) ∧
      caroli E H ((c : ℂ) • tip v) Γ =
        (couplingCurve (drainWeight g Γ v) ‖amp v g‖ c : ℂ) := by
  obtain ⟨hreal, him⟩ := amp_green hH hΓ hg v
  have hG := dyson_rank_one hg v c
  obtain ⟨d, hd⟩ : ∃ d, d = 1 + ((c / 2 : ℝ) : ℂ) * Complex.I * amp v g := ⟨_, rfl⟩
  rw [← hd] at hG
  have hn : Complex.normSq d =
      1 + c * drainWeight g Γ v / 2 + c ^ 2 * ‖amp v g‖ ^ 2 / 4 := by
    rw [← Complex.normSq_eq_norm_sq, Complex.normSq_apply, Complex.normSq_apply, hd]
    simp only [Complex.add_re, Complex.add_im, Complex.one_re, Complex.one_im, Complex.mul_re,
      Complex.mul_im, Complex.ofReal_re, Complex.ofReal_im, Complex.I_re, Complex.I_im, him]
    ring
  have hd0 : d ≠ 0 := by
    intro h
    rw [h, map_zero] at hn
    have : 0 < 1 + c * drainWeight g Γ v / 2 + c ^ 2 * ‖amp v g‖ ^ 2 / 4 := by positivity
    linarith
  replace hG := hG hd0
  obtain ⟨G, hGd⟩ : ∃ G, G = g - (((c / 2 : ℝ) : ℂ) * Complex.I / d) • (g * tip v * g) :=
    ⟨_, rfl⟩
  rw [← hGd] at hG
  refine ⟨⟨⟨_, G, hG, mul_eq_one_comm.mp hG⟩, rfl⟩, ?_⟩
  -- seen from the contact, `G` is `g` divided by `d`
  have hv : ∀ M : Matrix n n ℂ, amp v (G * M) = d⁻¹ * amp v (g * M) := by
    intro M
    have hP : tip v * (G * M) = tip v * (g * M) -
        (((c / 2 : ℝ) : ℂ) * Complex.I / d) • (tip v * g * tip v * (g * M)) := by
      rw [hGd]
      simp only [sub_mul, mul_sub, Matrix.smul_mul, Matrix.mul_smul, mul_assoc]
    have hdd := mul_inv_cancel₀ hd0
    rw [← trace_tip_mul, hP, tip_mul_mul_tip, Matrix.smul_mul, trace_sub, trace_smul,
      trace_smul, trace_tip_mul, smul_eq_mul, smul_eq_mul]
    linear_combination (-amp v (g * M)) * hdd + amp v (g * M) * d⁻¹ * hd
  have hadj : g * (Γ * Gᴴ) = (G * (Γ * gᴴ))ᴴ := by
    rw [conjTranspose_mul, conjTranspose_mul, conjTranspose_conjTranspose, hΓ.eq, mul_assoc]
  have hassoc : (c : ℂ) • tip v * G * Γ * Gᴴ = (c : ℂ) • (tip v * (G * (Γ * Gᴴ))) := by
    simp only [Matrix.smul_mul, mul_assoc]
  unfold caroli couplingCurve
  rw [Matrix.inv_eq_right_inv hG, hassoc, trace_smul, trace_tip_mul, hv, hadj,
    amp_conjTranspose, hv, ← mul_assoc g, hreal, ← hn]
  simp only [smul_eq_mul, Complex.star_def, map_mul, map_inv₀, Complex.conj_ofReal,
    Complex.ofReal_div, Complex.ofReal_mul, Complex.normSq_eq_conj_mul_self]
  ring
```

The shape of the curve is pure algebra. In each branch `key` holds the sign of the numerator of T(b) − T(a), and `nlinarith` matches it to the cross-multiplied inequality.

```lean
/-- For `x, r > 0` the coupling curve rises strictly on `[0, 2/r]`, falls strictly from `2/r`
on, and has the value `2x/(2r + x)` at `2/r`. -/
theorem couplingCurve_shape {x r : ℝ} (hx : 0 < x) (hr : 0 < r) :
    StrictMonoOn (couplingCurve x r) (Set.Icc 0 (2 / r)) ∧
      StrictAntiOn (couplingCurve x r) (Set.Ici (2 / r)) ∧
      couplingCurve x r (2 / r) = 2 * x / (2 * r + x) := by
  have hpos : 0 < 2 / r := by positivity
  refine ⟨?_, ?_, ?_⟩
  · intro a ha b hb hab
    have ha0 : 0 ≤ a := ha.1
    have hb0 : 0 ≤ b := hb.1
    have hbr : b * r ≤ 2 := (le_div_iff₀ hr).mp hb.2
    have har : a * r < b * r := mul_lt_mul_of_pos_right hab hr
    have h1 : (a * r) * (b * r) ≤ (a * r) * 2 :=
      mul_le_mul_of_nonneg_left hbr (by positivity)
    have key : 0 < x * ((b - a) * (1 - (a * r) * (b * r) / 4)) :=
      mul_pos hx (mul_pos (by linarith) (by linarith))
    unfold couplingCurve
    rw [div_lt_div_iff₀ (by positivity) (by positivity)]
    nlinarith [key]
  · intro a ha b hb hab
    have ha0 : 0 ≤ a := hpos.le.trans ha
    have hb0 : 0 ≤ b := hpos.le.trans hb
    have har : 2 ≤ a * r := (div_le_iff₀ hr).mp ha
    have hbr : a * r < b * r := mul_lt_mul_of_pos_right hab hr
    have h1 : 2 * (b * r) ≤ (a * r) * (b * r) :=
      mul_le_mul_of_nonneg_right har (by positivity)
    have key : 0 < x * ((b - a) * ((a * r) * (b * r) / 4 - 1)) :=
      mul_pos hx (mul_pos (by linarith) (by linarith))
    unfold couplingCurve
    rw [div_lt_div_iff₀ (by positivity) (by positivity)]
    nlinarith [key]
  · have ht : 2 / r * r = 2 := div_mul_cancel₀ 2 hr.ne'
    unfold couplingCurve
    generalize 2 / r = t at ht hpos ⊢
    rw [div_eq_div_iff (by positivity) (by positivity)]
    linear_combination (-(x / 2) * (t * r - 2)) * ht
```

**Q:** And the physical statement?

**A:** It first gets |y| > 0 from Im y ≠ 0, then transfers the curve's shape to `transmission` through `hT`. The last clause makes the peak a maximum over all c ≥ 0.

```lean
/-- Let `H` and `Γ` be Hermitian, `g` the inverse of `E - H + iΓ/2`, `y = ⟨v, g v⟩` and
`x = ⟨v, g Γ g* v⟩ > 0`. With left broadening `c v v*`, `c ≥ 0`, the transmission rises strictly
from `c = 0` up to `c = 2/|y|`, then falls strictly, and its maximum over `c ≥ 0` is
`2x/(2|y| + x)`. -/
theorem transmission_optimal_coupling {E : ℝ} {H Γ g : Matrix n n ℂ} (hH : H.IsHermitian)
    (hΓ : Γ.IsHermitian) (hg : invGreen E H Γ * g = 1) (v : n → ℂ)
    (hx : 0 < drainWeight g Γ v) :
    0 < ‖amp v g‖ ∧
    StrictMonoOn (transmission E H Γ v) (Set.Icc 0 (2 / ‖amp v g‖)) ∧
    StrictAntiOn (transmission E H Γ v) (Set.Ici (2 / ‖amp v g‖)) ∧
    transmission E H Γ v (2 / ‖amp v g‖) =
      2 * drainWeight g Γ v / (2 * ‖amp v g‖ + drainWeight g Γ v) ∧
    ∀ c, 0 ≤ c → transmission E H Γ v c ≤ transmission E H Γ v (2 / ‖amp v g‖) := by
  have hr : 0 < ‖amp v g‖ := by
    rw [norm_pos_iff]
    intro h
    have him := (amp_green hH hΓ hg v).2
    rw [h, Complex.zero_im] at him
    linarith
  have hpos : 0 < 2 / ‖amp v g‖ := by positivity
  have hT : ∀ c, 0 ≤ c →
      transmission E H Γ v c = couplingCurve (drainWeight g Γ v) ‖amp v g‖ c := by
    intro c hc
    unfold transmission
    rw [(caroli_rank_one hH hΓ hg v hx.le hc).2, Complex.ofReal_re]
  obtain ⟨hup, hdown, hval⟩ := couplingCurve_shape hx hr
  refine ⟨hr, ?_, ?_, ?_, ?_⟩
  · intro a ha b hb hab
    rw [hT a ha.1, hT b hb.1]
    exact hup ha hb hab
  · intro a ha b hb hab
    rw [hT a (hpos.le.trans ha), hT b (hpos.le.trans hb)]
    exact hdown ha hb hab
  · rw [hT _ hpos.le, hval]
  · intro c hc
    rw [hT c hc, hT _ hpos.le]
    rcases le_total c (2 / ‖amp v g‖) with h | h
    · exact hup.monotoneOn ⟨hc, h⟩ ⟨hpos.le, le_rfl⟩ h
    · exact hdown.antitoneOn (Set.mem_Ici.mpr le_rfl) (Set.mem_Ici.mpr h) h
```

The criterion for perfect transmission compares |y|² with (Re y)² + (x/2)².

```lean
/-- For Hermitian `H` and `Γ`, `g` the inverse of `E - H + iΓ/2` and `⟨v, g Γ g* v⟩ > 0`, the
transmission at the coupling `2/|⟨v, g v⟩|` is one exactly when `⟨v, g v⟩` has zero real part. -/
theorem perfect_transmission_iff {E : ℝ} {H Γ g : Matrix n n ℂ} (hH : H.IsHermitian)
    (hΓ : Γ.IsHermitian) (hg : invGreen E H Γ * g = 1) (v : n → ℂ)
    (hx : 0 < drainWeight g Γ v) :
    transmission E H Γ v (2 / ‖amp v g‖) = 1 ↔ (amp v g).re = 0 := by
  obtain ⟨hr, -, -, hval, -⟩ := transmission_optimal_coupling hH hΓ hg v hx
  have hsq : ‖amp v g‖ ^ 2 = (amp v g).re ^ 2 + (drainWeight g Γ v / 2) ^ 2 := by
    rw [← Complex.normSq_eq_norm_sq, Complex.normSq_apply, (amp_green hH hΓ hg v).2]
    ring
  rw [hval, div_eq_iff (by positivity), one_mul]
  constructor
  · intro h
    have h1 : ‖amp v g‖ = drainWeight g Γ v / 2 := by linarith
    rw [h1] at hsq
    have h2 : (amp v g).re ^ 2 = 0 := by linarith
    exact (pow_eq_zero_iff two_ne_zero).mp h2
  · intro h
    have h1 : ‖amp v g‖ ^ 2 = (drainWeight g Γ v / 2) ^ 2 := by
      rw [hsq, h]
      ring
    have h2 := (sq_eq_sq₀ hr.le (by positivity)).mp h1
    linarith
```

**Q:** Is there a concrete device with more than one site?

**A:** A two-site chain with x = 2 and y = −i satisfies the hypotheses. Its optimum is c = 2, with transmission one.

```lean
/-- A two-site chain at `E = 0` with hopping 1, right broadening 2 on the second site and the
left contact on the first meets the hypotheses, with `x = 2` and `y = -i`. -/
theorem transmission_optimal_coupling_witness :
    (!![0, 1; 1, 0] : Matrix (Fin 2) (Fin 2) ℂ).IsHermitian ∧
    (!![0, 0; 0, 2] : Matrix (Fin 2) (Fin 2) ℂ).IsHermitian ∧
    invGreen 0 !![0, 1; 1, 0] !![0, 0; 0, 2] * !![-Complex.I, -1; -1, 0] = 1 ∧
    drainWeight !![-Complex.I, -1; -1, 0] !![0, 0; 0, 2] ![1, 0] = 2 ∧
    amp ![1, 0] !![-Complex.I, -1; -1, 0] = -Complex.I := by
  refine ⟨?_, ?_, ?_, ?_, ?_⟩
  · ext i j
    fin_cases i <;> fin_cases j <;> simp [Matrix.conjTranspose_apply]
  · ext i j
    fin_cases i <;> fin_cases j <;> simp [Matrix.conjTranspose_apply]
  · ext i j
    fin_cases i <;> fin_cases j <;> simp [invGreen, Matrix.mul_apply, Fin.sum_univ_two]
  · simp [drainWeight, amp, dotProduct, Matrix.mulVec, Matrix.mul_apply, Fin.sum_univ_two]
  · simp [amp, dotProduct, Matrix.mulVec, Fin.sum_univ_two]

end

end CaroliContactCoupling
```

```lean
#print axioms CaroliContactCoupling.transmission_optimal_coupling
-- 'CaroliContactCoupling.transmission_optimal_coupling' depends on axioms: [propext, Classical.choice, Quot.sound]
#print axioms CaroliContactCoupling.perfect_transmission_iff
-- 'CaroliContactCoupling.perfect_transmission_iff' depends on axioms: [propext, Classical.choice, Quot.sound]
```
